# Herring's identity: energy difference times overlap as a boundary term for two states in one potential

## A free particle between two walls

Take a free particle between walls at $-\pi$ and $\pi$, with $\hbar=m=1$, and look at the right half $[0,\pi]$ of the box. The functions $u=\cos(x/2)$ and $w=\sin x$ solve $-f''/2=Ef$ with energies $E_u=1/8$ and $E_w=1/2$. Both vanish at $\pi$, and $w$ also vanishes at $0$. Their overlap is

$$\int_0^\pi uw\,dx=4\int_0^{\pi/2}\cos^2 s\,\sin s\,ds=\frac43,\qquad s=x/2 .$$

Multiplied by $E_w-E_u=3/8$, this gives $1/2$, which is exactly $u(0)w'(0)/2$. The identity below shows that this is no coincidence: the two energies, $u(0)$ and $w'(0)$ give the overlap without an integration.

## Even and odd states of a symmetric well

In a symmetric potential on $[-L,L]$, an even state $u$ has $u'(0)=0$ and an odd state $w$ has $w(0)=0$, so the half interval $[0,L]$ suffices. In a double well the origin is the middle of the barrier, and for the lowest pair $E_w-E_u$ is the tunnelling splitting. For one particle in one dimension, the identity relates this splitting, multiplied by the overlap of $u$ and $w$ on $[0,L]$, to the value $u(0)$ and the slope $w'(0)$ in the middle of the barrier.

## The identity and its derivation

Let $u$ and $w$ solve $-f''/2+Vf=Ef$ on $[0,L]$ with energies $E_u$ and $E_w$, and let $w(0)=u(L)=w(L)=0$. Then

$$(E_w-E_u)\int_0^L uw\,dx=\tfrac12\,u(0)\,w'(0).$$

Set $W=u'w-uw'$. Since $u''=2(V-E_u)u$ and $w''=2(V-E_w)w$,

$$W'=u''w-uw''=2(E_w-E_u)\,uw .$$

The potential has cancelled. Integration gives $2(E_w-E_u)\int_0^L uw\,dx=W(L)-W(0)$, where $W(L)=0$ and $W(0)=-u(0)w'(0)$. At $L=0$ the condition $u(L)=0$ makes both sides zero.

If also $u'(0)=0$, the state $\varphi=(u+w)/\sqrt2$ has $\varphi(0)=u(0)/\sqrt2$ and $\varphi'(0)=w'(0)/\sqrt2$, so the right side is $\varphi(0)\varphi'(0)$.

Now let $u,w\ge0$ on $[0,L]$, with $u(0)>0$ and $w'(0)>0$. The overlap is nonnegative and the right side is positive, so $E_u<E_w$. From $2uw\le u^2+w^2$ it follows that

$$u(0)w'(0)\le(E_w-E_u)\left(\int_0^L u^2\,dx+\int_0^L w^2\,dx\right).$$

For an even $u$ and an odd $w$, each normalised on $[-L,L]$, the bracket is $1$. In the box, normalisation divides each function by $\sqrt\pi$, and the bound reads $1/\pi\approx0.318\le0.375$.

Herring's tunnelling formula $E_w-E_u\approx2\varphi(0)\varphi'(0)$ is an approximation: it replaces the normalised half-interval overlap by $1/2$, as suits a high barrier. The identity keeps the overlap and is exact.

## How the Lean file states it

`SolvesOn V E a b f df` says that `f` has slope `df` on $[a,b]$ and satisfies the Schrödinger equation there; for $a<b$ the number `c` is $f''(x)$. Derivatives at the ends are one-sided. No symmetry of `V` is assumed. `V` is a real-valued function, which leaves out delta potentials. Continuity of `V` is not a hypothesis, but $f''$ must exist at every point, and a derivative cannot jump. A finite step of `V` inside the interval, as in a square double well, is therefore also left out wherever the wavefunction is nonzero. The wavefunctions are real and need not be normalised.

The condition `du 0 = 0` enters only `herring_localized`, where `localized u w` is $\varphi$ and `localized du dw 0` is its slope at the origin. The signs in `hpos` are assumed, not derived from a ground-state argument, and the existence of solutions for a given `V` is not addressed. The wall at `L` is at a finite distance.

```lean
import Mathlib

open Set

noncomputable section

namespace HerringIdentity

/-- The real function `f`, with slope `df`, solves the stationary Schrödinger equation
`-f''/2 + V f = E f` on the interval `[a, b]`, with one-sided derivatives at the ends. -/
structure SolvesOn (V : ℝ → ℝ) (E a b : ℝ) (f df : ℝ → ℝ) : Prop where
  slope : ∀ x ∈ Icc a b, HasDerivWithinAt f (df x) (Icc a b) x
  schrodinger : ∀ x ∈ Icc a b, ∃ c, HasDerivWithinAt df c (Icc a b) x ∧
    -c / 2 + V x * f x = E * f x

/-- The Wronskian `f' g - f g'` of two wavefunctions with slopes `df` and `dg`. -/
def wronskian (f df g dg : ℝ → ℝ) (x : ℝ) : ℝ := df x * g x - f x * dg x

/-- The combination `(f + g)/√2` of two wavefunctions. -/
def localized (f g : ℝ → ℝ) (x : ℝ) : ℝ := (f x + g x) / Real.sqrt 2

variable {V u du w dw : ℝ → ℝ} {Eu Ew a b L : ℝ}

/-- For two solutions in the same potential, the Wronskian changes at the rate
`2 (Ew - Eu) u w`. -/
theorem wronskian_deriv (hu : SolvesOn V Eu a b u du) (hw : SolvesOn V Ew a b w dw)
    {x : ℝ} (hx : x ∈ Icc a b) :
    HasDerivWithinAt (wronskian u du w dw) (2 * (Ew - Eu) * (u x * w x)) (Icc a b) x := by
  obtain ⟨c, hc, ec⟩ := hu.schrodinger x hx
  obtain ⟨d, hd, ed⟩ := hw.schrodinger x hx
  have h := (hc.mul (hw.slope x hx)).sub ((hu.slope x hx).mul hd)
  -- the potential cancels between the two Schrödinger equations
  have e : 2 * (Ew - Eu) * (u x * w x)
      = c * w x + du x * dw x - (du x * dw x + u x * d) := by
    linear_combination 2 * w x * ec - 2 * u x * ed
  rw [e]
  exact h

/-- A wavefunction that solves the Schrödinger equation on an interval is continuous there. -/
theorem SolvesOn.continuousOn (hu : SolvesOn V Eu a b u du) : ContinuousOn u (Icc a b) :=
  fun x hx => (hu.slope x hx).continuousWithinAt

/-- The energy difference times the overlap on `[a, b]` is half the difference of the
Wronskian between the two ends. -/
theorem overlap_eq_boundary (hab : a ≤ b) (hu : SolvesOn V Eu a b u du)
    (hw : SolvesOn V Ew a b w dw) :
    (Ew - Eu) * ∫ x in a..b, u x * w x
      = (wronskian u du w dw b - wronskian u du w dw a) / 2 := by
  have hcont : ContinuousOn (fun x => 2 * (Ew - Eu) * (u x * w x)) (Icc a b) :=
    continuousOn_const.mul (hu.continuousOn.mul hw.continuousOn)
  have key := intervalIntegral.integral_eq_sub_of_hasDerivAt_of_le hab
    (fun x hx => (wronskian_deriv hu hw hx).continuousWithinAt)
    (fun x hx => (wronskian_deriv hu hw (Ioo_subset_Icc_self hx)).hasDerivAt
      (Icc_mem_nhds hx.1 hx.2))
    (hcont.intervalIntegrable_of_Icc hab)
  rw [intervalIntegral.integral_const_mul] at key
  linear_combination key / 2

/-- Herring's identity: if `w` has a node at the origin and both wavefunctions vanish at `L`,
then `(Ew - Eu) ∫ u w = u(0) w'(0) / 2`, the integral running over `[0, L]`. -/
theorem herring_identity (hL : 0 ≤ L) (hu : SolvesOn V Eu 0 L u du)
    (hw : SolvesOn V Ew 0 L w dw) (hw0 : w 0 = 0) (huL : u L = 0) (hwL : w L = 0) :
    (Ew - Eu) * ∫ x in (0 : ℝ)..L, u x * w x = u 0 * dw 0 / 2 := by
  rw [overlap_eq_boundary hL hu hw]
  unfold wronskian
  rw [hw0, huL, hwL]
  ring

/-- For two solutions in the same potential with `u'(0) = 0`, `w(0) = 0` and `u(L) = w(L) = 0`, the
combination `φ = (u + w)/√2` has slope `(u' + w')/√2` at the origin, and the energy difference times
the overlap of `u` and `w` equals `φ(0) φ'(0)`. -/
theorem herring_localized (hL : 0 ≤ L) (hu : SolvesOn V Eu 0 L u du)
    (hw : SolvesOn V Ew 0 L w dw) (hdu0 : du 0 = 0) (hw0 : w 0 = 0)
    (huL : u L = 0) (hwL : w L = 0) :
    HasDerivWithinAt (localized u w) (localized du dw 0) (Icc 0 L) 0 ∧
    (Ew - Eu) * ∫ x in (0 : ℝ)..L, u x * w x = localized u w 0 * localized du dw 0 := by
  have h0 : (0 : ℝ) ∈ Icc 0 L := ⟨le_refl 0, hL⟩
  refine ⟨((hu.slope 0 h0).add (hw.slope 0 h0)).div_const _, ?_⟩
  rw [herring_identity hL hu hw hw0 huL hwL]
  unfold localized
  rw [hw0, hdu0, add_zero, zero_add, div_mul_div_comm,
    Real.mul_self_sqrt (by norm_num : (0 : ℝ) ≤ 2)]

/-- If two solutions `u` and `w` in the same potential both vanish at `L` and are nonnegative on
`[0, L]`, `u(0) > 0` and `w` leaves its node at the origin with positive slope, then `u` has the
lower energy. -/
theorem energy_lt (hL : 0 ≤ L) (hu : SolvesOn V Eu 0 L u du)
    (hw : SolvesOn V Ew 0 L w dw) (hw0 : w 0 = 0) (huL : u L = 0) (hwL : w L = 0)
    (hpos : ∀ x ∈ Icc 0 L, 0 ≤ u x ∧ 0 ≤ w x) (hu0 : 0 < u 0) (hdw0 : 0 < dw 0) :
    Eu < Ew := by
  have h := herring_identity hL hu hw hw0 huL hwL
  have hI : 0 ≤ ∫ x in (0 : ℝ)..L, u x * w x :=
    intervalIntegral.integral_nonneg hL
      (fun x hx => mul_nonneg (hpos x hx).1 (hpos x hx).2)
  have hp : 0 < u 0 * dw 0 := mul_pos hu0 hdw0
  by_contra hE
  have hD : 0 ≤ Eu - Ew := by linarith [le_of_not_gt hE]
  nlinarith [mul_nonneg hD hI]

/-- Under the boundary and sign conditions of `energy_lt`, `u(0) w'(0)` is at most the energy
splitting times the sum of the squared norms of `u` and `w` on `[0, L]`. -/
theorem splitting_lower_bound (hL : 0 ≤ L) (hu : SolvesOn V Eu 0 L u du)
    (hw : SolvesOn V Ew 0 L w dw) (hw0 : w 0 = 0) (huL : u L = 0) (hwL : w L = 0)
    (hpos : ∀ x ∈ Icc 0 L, 0 ≤ u x ∧ 0 ≤ w x) (hu0 : 0 < u 0) (hdw0 : 0 < dw 0) :
    u 0 * dw 0 ≤
      (Ew - Eu) * ((∫ x in (0 : ℝ)..L, u x ^ 2) + ∫ x in (0 : ℝ)..L, w x ^ 2) := by
  have h := herring_identity hL hu hw hw0 huL hwL
  have hE := energy_lt hL hu hw hw0 huL hwL hpos hu0 hdw0
  have iu : IntervalIntegrable (fun x => u x ^ 2) MeasureTheory.volume 0 L :=
    (hu.continuousOn.pow 2).intervalIntegrable_of_Icc hL
  have iw : IntervalIntegrable (fun x => w x ^ 2) MeasureTheory.volume 0 L :=
    (hw.continuousOn.pow 2).intervalIntegrable_of_Icc hL
  have iuw : IntervalIntegrable (fun x => u x * w x) MeasureTheory.volume 0 L :=
    (hu.continuousOn.mul hw.continuousOn).intervalIntegrable_of_Icc hL
  -- the overlap is bounded through 2 u w ≤ u² + w²
  have hm := intervalIntegral.integral_mono_on hL (iuw.const_mul 2) (iu.add iw)
    (fun x _ => by
      show 2 * (u x * w x) ≤ u x ^ 2 + w x ^ 2
      nlinarith [sq_nonneg (u x - w x)])
  rw [intervalIntegral.integral_const_mul, intervalIntegral.integral_add iu iw] at hm
  have hD : 0 ≤ Ew - Eu := by linarith
  linarith [mul_le_mul_of_nonneg_left hm hD]

/-- The wavefunction `cos(x/2)`. -/
def boxEven (x : ℝ) : ℝ := Real.cos (x / 2)

/-- The slope `-sin(x/2)/2` of `cos(x/2)`. -/
def boxEvenSlope (x : ℝ) : ℝ := -Real.sin (x / 2) * (1 / 2)

/-- For a free particle on `[0, π]`, `cos(x/2)` and `sin x` are solutions with energies `1/8`
and `1/2` that meet the boundary and sign conditions of the theorems above. -/
theorem herring_witness :
    SolvesOn (fun _ => 0) (1 / 8) 0 Real.pi boxEven boxEvenSlope ∧
    SolvesOn (fun _ => 0) (1 / 2) 0 Real.pi Real.sin Real.cos ∧
    boxEvenSlope 0 = 0 ∧ Real.sin 0 = 0 ∧ boxEven Real.pi = 0 ∧ Real.sin Real.pi = 0 ∧
    (∀ x ∈ Icc 0 Real.pi, 0 ≤ boxEven x ∧ 0 ≤ Real.sin x) ∧
    0 < boxEven 0 ∧ 0 < Real.cos 0 := by
  have h2 : ∀ x : ℝ, HasDerivAt (fun y : ℝ => y / 2) (1 / 2) x :=
    fun x => (hasDerivAt_id' x).div_const 2
  refine ⟨⟨fun x _ => (h2 x).cos.hasDerivWithinAt, fun x _ =>
      ⟨-(Real.cos (x / 2) * (1 / 2)) * (1 / 2),
        ((h2 x).sin.neg.mul_const (1 / 2)).hasDerivWithinAt, ?_⟩⟩,
    ⟨fun x _ => (Real.hasDerivAt_sin x).hasDerivWithinAt, fun x _ =>
      ⟨-Real.sin x, (Real.hasDerivAt_cos x).hasDerivWithinAt, ?_⟩⟩,
    by simp [boxEvenSlope], Real.sin_zero, by simp [boxEven], Real.sin_pi,
    fun x hx => ⟨?_, Real.sin_nonneg_of_nonneg_of_le_pi hx.1 hx.2⟩,
    by simp [boxEven], by simp⟩
  · show -(-(Real.cos (x / 2) * (1 / 2)) * (1 / 2)) / 2 + 0 * Real.cos (x / 2)
      = 1 / 8 * Real.cos (x / 2)
    ring
  · show -(-Real.sin x) / 2 + 0 * Real.sin x = 1 / 2 * Real.sin x
    ring
  · exact Real.cos_nonneg_of_mem_Icc
      ⟨by linarith [hx.1, Real.pi_pos], by linarith [hx.2]⟩

/-- The overlap of `cos(x/2)` and `sin x` on `[0, π]` is `4/3`. -/
theorem box_overlap : ∫ x in (0 : ℝ)..Real.pi, boxEven x * Real.sin x = 4 / 3 := by
  obtain ⟨hu, hw, -, hw0, huL, hwL, -⟩ := herring_witness
  -- Herring's identity replaces the integration
  have h := herring_identity Real.pi_pos.le hu hw hw0 huL hwL
  have h0 : boxEven 0 = 1 := by simp [boxEven]
  rw [h0, Real.cos_zero] at h
  linarith

end HerringIdentity
```

```lean
#print axioms HerringIdentity.overlap_eq_boundary
-- 'HerringIdentity.overlap_eq_boundary' depends on axioms: [propext, Classical.choice, Quot.sound]
#print axioms HerringIdentity.herring_localized
-- 'HerringIdentity.herring_localized' depends on axioms: [propext, Classical.choice, Quot.sound]
#print axioms HerringIdentity.splitting_lower_bound
-- 'HerringIdentity.splitting_lower_bound' depends on axioms: [propext, Classical.choice, Quot.sound]
#print axioms HerringIdentity.box_overlap
-- 'HerringIdentity.box_overlap' depends on axioms: [propext, Classical.choice, Quot.sound]
```

## From the Wronskian to the bound

`wronskian_deriv` applies the product rule; its `linear_combination` multiplies the two Schrödinger equations by $2w$ and $-2u$ and adds them, which removes $V$. `overlap_eq_boundary` is the fundamental theorem of calculus on $[a,b]$. It uses the continuity of $W$ up to the ends and its ordinary derivative inside, while `SolvesOn.continuousOn` makes the integrand integrable.

`herring_identity` inserts the three boundary values, and `herring_localized` adds the slope of $\varphi$ and $\sqrt2\cdot\sqrt2=2$. `energy_lt` supposes $E_w\le E_u$ and reaches a contradiction of signs. `splitting_lower_bound` integrates $2uw\le u^2+w^2$, which comes from $(u-w)^2\ge0$, and multiplies by the splitting.

`herring_witness` checks that the box states meet all the conditions, including the signs. `box_overlap` then obtains $4/3$ from the identity by solving $\tfrac38 I=\tfrac12$ for the overlap $I$.
